# WKB energies in a sech-squared well of strength l(l+1) lie above the exact bound levels

Compare a bound-state solver with WKB energies in a sech-squared well, and a discrepancy remains however fine the grid. Without its sign and a bound on its size, this error of the reference can be taken for a bug in the solver.

## The action and the energy bracket

Set $\hbar=m=1$ and $V(x)=-\tfrac U2\,\mathrm{sech}^2x$. For $E=-k^2/2$ with $0<k<\sqrt U$, the momentum integrated over the allowed region is

$$\int\sqrt{U\,\mathrm{sech}^2x-k^2}\,dx=\pi(\sqrt U-k).$$

The WKB condition sets this equal to $\pi(n+\tfrac12)$; the half stands for the phase lost at two smooth turning points. For $U=l(l+1)$ and natural numbers $n<l$, the resulting energy satisfies

$$-\frac{(l-n)^2}{2}<E_{\rm WKB}<-\frac{(l-n-\frac12)^2}{2},$$

and the left end is an exact bound level.

## Reference values for solvers and quadrature

For one particle in this one-dimensional well, a solver test should use $-(l-n)^2/2$ as its target. A search started from the WKB energy must go down to reach it. At $l=1$, $n=0$, WKB gives about $-0.418$ and the exact level is $-0.5$. For every $n<l$ the gap is below $\tfrac18$, much less than the bracket allows when $l-n$ is large. The action formula also tests quadrature on an integrand with square-root endpoints.

## Two arcsines and a ladder

Write $a=\sqrt U$, $b=\sqrt{U-k^2}$ and $p=\sqrt{a^2\mathrm{sech}^2x-k^2}$. The allowed region is $|\sinh x|\le b/k$, so it ends at $\pm T$ with $\sinh T=b/k$, $\cosh T=a/k$ and $\tanh T=b/a$. Take

$$F(x)=a\arcsin\frac{a\tanh x}{b}-k\arcsin\frac{k\sinh x}{b}.$$

Since $1-a^2\tanh^2x/b^2=p^2/b^2$ and $1-k^2\sinh^2x/b^2=p^2\cosh^2x/b^2$, inside the interval

$$F'=\frac{a^2\mathrm{sech}^2x}{p}-\frac{k^2}{p}=p.$$

Both arcsines equal $\pm\pi/2$ at $\pm T$, so the integral is $\pi(a-k)$. The WKB condition then gives $k=\sqrt U-n-\tfrac12$, which must be positive.

For the exact levels, let $t=\tanh x$, $s=1-t^2=\mathrm{sech}^2x$ and $\kappa=l-n$. The function $\psi=\mathrm{sech}^{\kappa}x$ has $\psi'=-\kappa t\psi$ and $\psi''=(\kappa^2-\kappa(\kappa+1)s)\psi$, so it solves the well of strength $\kappa(\kappa+1)$ at energy $-\kappa^2/2$.

To raise the strength from $r(r-1)$ to $r(r+1)$, put $\chi=rt\psi-\psi'$. Using $\psi''=(\kappa^2-r(r-1)s)\psi$,

$$\chi'=(r^2s-\kappa^2)\psi+rt\psi',\qquad \chi''=(\kappa^2-r(r+1)s)\chi.$$

The energy is unchanged. Also $\chi'+rt\chi=(r^2-\kappa^2)\psi$, so for $r>\kappa$ a vanishing $\chi$ would force $\psi=0$. Since $\kappa\ge1$ and the coefficients are bounded, $|\psi|$ and $|\psi'|$ stay below a constant times $\mathrm{sech}\,x$ at every step. Applying the step for $r=\kappa+1,\dots,l$ gives a nonzero square-integrable state; for $n=0$ no step is needed.

Finally $l^2<l(l+1)<(l+\tfrac12)^2$ gives $0<l-n-\tfrac12<k<l-n$. Squaring and multiplying by $-\tfrac12$ gives the bracket. Its upper end is loose: $l-n-k=l+\tfrac12-\sqrt{l(l+1)}<\tfrac1{8l}$, so the WKB energy exceeds the exact level by less than $\tfrac{l-n}{8l}\le\tfrac18$. This sharper bound is not in the Lean file.

## The Lean file

```lean
import Mathlib

open Real MeasureTheory

namespace SechWellWKB

noncomputable section

/-- The potential `-(U/2) sech² x`, in units with `ħ = m = 1`. -/
def well (U x : ℝ) : ℝ := -(U / 2) / cosh x ^ 2

/-- The classically allowed region at energy `E`. -/
def allowed (U E : ℝ) : Set ℝ := {x | well U x ≤ E}

/-- The classical momentum at energy `E`, for `x` in the allowed region. -/
def momentum (U E x : ℝ) : ℝ := √(2 * (E - well U x))

/-- The momentum integrated over the allowed region. -/
def action (U E : ℝ) : ℝ := ∫ x in allowed U E, momentum U E x

/-- The right turning point at energy `-k²/2`, for `0 < k < √U`. -/
def turningPoint (U k : ℝ) : ℝ := arsinh (√(U - k ^ 2) / k)

/-- `E` lies between the bottom of the well and zero and obeys the WKB condition
with quantum number `n`. -/
def IsWKBLevel (U : ℝ) (n : ℕ) (E : ℝ) : Prop :=
  -U / 2 < E ∧ E < 0 ∧ action U E = π * (n + 1 / 2)

/-- `ψ`, with slope `φ`, solves the Schrödinger equation `-ψ''/2 + Vψ = Eψ`. -/
def Solves (U E : ℝ) (ψ φ : ℝ → ℝ) : Prop :=
  ∀ x, HasDerivAt ψ (φ x) x ∧ HasDerivAt φ (2 * (well U x - E) * ψ x) x

/-- `E` has a nonzero square-integrable real wavefunction. -/
def IsBoundLevel (U E : ℝ) : Prop :=
  ∃ ψ φ, Solves U E ψ φ ∧ (∃ x, ψ x ≠ 0) ∧ Integrable (fun x => ψ x ^ 2)

/-- The ladder operator `l tanh x - d/dx` applied to `ψ` with slope `φ`. -/
def raise (l : ℝ) (ψ φ : ℝ → ℝ) (x : ℝ) : ℝ := l * tanh x * ψ x - φ x

/-- The slope of the raised wavefunction when `ψ`, with slope `φ`, solves the Schrödinger equation
for strength `l(l-1)` at energy `-κ²/2`. -/
def raiseSlope (l κ : ℝ) (ψ φ : ℝ → ℝ) (x : ℝ) : ℝ :=
  (l ^ 2 * (1 - tanh x ^ 2) - κ ^ 2) * ψ x + l * tanh x * φ x

/-- The identity `sech² = 1 - tanh²`. -/
theorem sech_sq (x : ℝ) : 1 / cosh x ^ 2 = 1 - tanh x ^ 2 := by
  have hc : cosh x ^ 2 ≠ 0 := (pow_pos (cosh_pos x) 2).ne'
  rw [tanh_eq_sinh_div_cosh, div_pow, eq_sub_iff_add_eq, ← add_div, ← cosh_sq',
    div_self hc]

/-- The derivative of `tanh` is `1 - tanh²`. -/
theorem tanh_deriv (x : ℝ) : HasDerivAt tanh (1 - tanh x ^ 2) x := by
  have h : tanh = fun y => sinh y / cosh y := funext tanh_eq_sinh_div_cosh
  have hc := (cosh_pos x).ne'
  rw [h]
  exact ((hasDerivAt_sinh x).fun_div (hasDerivAt_cosh x) hc).congr_deriv (by field_simp)

/-- The well written with `tanh`. -/
theorem well_eq (U x : ℝ) : well U x = -(U / 2) * (1 - tanh x ^ 2) := by
  rw [← sech_sq, well]; ring

/-- For `0 < k < √U` the allowed region at energy `-k²/2` is the interval between
the two turning points. -/
theorem allowed_eq {U k : ℝ} (hk : 0 < k) (hU : k < √U) :
    allowed U (-k ^ 2 / 2) = Set.Icc (-turningPoint U k) (turningPoint U k) := by
  have hkU := (lt_sqrt hk.le).mp hU
  ext x
  have h1 : x ∈ allowed U (-k ^ 2 / 2) ↔ (k * sinh x) ^ 2 ≤ √(U - k ^ 2) ^ 2 := by
    simp only [allowed, well, Set.mem_ofPred_eq]
    rw [div_le_iff₀ (pow_pos (cosh_pos x) 2), sq_sqrt (by linarith), cosh_sq]
    constructor <;> intro h <;> nlinarith
  have e1 : -turningPoint U k ≤ x ↔ -√(U - k ^ 2) ≤ k * sinh x := by
    rw [← sinh_le_sinh, sinh_neg, turningPoint, sinh_arsinh, ← neg_div,
      div_le_iff₀ hk, mul_comm k]
  have e2 : x ≤ turningPoint U k ↔ k * sinh x ≤ √(U - k ^ 2) := by
    rw [← sinh_le_sinh, turningPoint, sinh_arsinh, le_div_iff₀ hk, mul_comm k]
  rw [h1, sq_le_sq, abs_of_nonneg (sqrt_nonneg _), abs_le, Set.mem_Icc, e1, e2]

/-- For `0 < k < √U` the action at energy `-k²/2` is `π(√U - k)`. -/
theorem action_eq {U k : ℝ} (hk : 0 < k) (hU : k < √U) :
    action U (-k ^ 2 / 2) = π * (√U - k) := by
  have hkU := (lt_sqrt hk.le).mp hU
  have ha2 : √U ^ 2 = U := sq_sqrt (by nlinarith)
  have hb2 : √(U - k ^ 2) ^ 2 = U - k ^ 2 := sq_sqrt (by linarith)
  have hb : 0 < √(U - k ^ 2) := sqrt_pos.2 (by linarith)
  have hsT : sinh (turningPoint U k) = √(U - k ^ 2) / k := sinh_arsinh _
  have hT : 0 ≤ turningPoint U k := arsinh_nonneg_iff.2 (by positivity)
  rw [action, allowed_eq hk hU, integral_Icc_eq_integral_Ioc,
    ← intervalIntegral.integral_of_le (by linarith)]
  generalize turningPoint U k = T at *
  generalize √(U - k ^ 2) = b at *
  generalize √U = a at *
  have ha : 0 < a := hk.trans hU
  have hcT : cosh T = a / k := by
    rw [← sq_eq_sq₀ (cosh_pos T).le (by positivity), cosh_sq, hsT, div_pow, div_pow,
      hb2, ha2]
    field_simp
    ring
  have harc : ∀ (f : ℝ → ℝ) (f' v x : ℝ), 0 < v → 1 - f x ^ 2 = v ^ 2 →
      HasDerivAt f f' x → HasDerivAt (fun y => arcsin (f y)) (f' / v) x := by
    intro f f' v x hv h hf
    have h1 : f x ≠ -1 := by intro e; rw [e] at h; nlinarith
    have h2 : f x ≠ 1 := by intro e; rw [e] at h; nlinarith
    have h3 := (hasDerivAt_arcsin h1 h2).comp x hf
    rw [h, sqrt_sq hv.le] at h3
    exact h3.congr_deriv (by ring)
  have ct : Continuous tanh :=
    continuous_iff_continuousAt.2 fun x => (tanh_deriv x).continuousAt
  have cp : Continuous (momentum U (-k ^ 2 / 2)) := by
    unfold momentum
    simp only [well_eq]
    fun_prop
  -- the antiderivative is a difference of two arcsines
  rw [intervalIntegral.integral_eq_sub_of_hasDerivAt_of_le
    (f := fun x => a * arcsin (a * tanh x / b) - k * arcsin (k * sinh x / b))
    (by linarith) (by fun_prop) ?_ (cp.intervalIntegrable _ _)]
  · have e1 : a * tanh T / b = 1 := by
      rw [tanh_eq_sinh_div_cosh, hsT, hcT]; field_simp
    have e2 : k * sinh T / b = 1 := by rw [hsT]; field_simp
    simp only [tanh_neg, sinh_neg, mul_neg, neg_div, e1, e2, arcsin_neg, arcsin_one]
    ring
  · intro x hx
    have h1 := sinh_lt_sinh.2 hx.1
    have h2 := sinh_lt_sinh.2 hx.2
    rw [sinh_neg, hsT, ← neg_div, div_lt_iff₀ hk] at h1
    rw [hsT, lt_div_iff₀ hk] at h2
    have hc := cosh_pos x
    have hct : (1 - tanh x ^ 2) * cosh x ^ 2 = 1 := by rw [← sech_sq]; field_simp
    have hpos : 0 < 2 * (-k ^ 2 / 2 - well U x) := by
      rw [well_eq]
      refine pos_of_mul_pos_left (b := cosh x ^ 2) ?_ (by positivity)
      nlinarith [cosh_sq x]
    have hp : 0 < momentum U (-k ^ 2 / 2) x := sqrt_pos.2 hpos
    have hp2 : momentum U (-k ^ 2 / 2) x ^ 2 = a ^ 2 * (1 - tanh x ^ 2) - k ^ 2 := by
      rw [momentum, sq_sqrt hpos.le, well_eq, ha2]; ring
    generalize momentum U (-k ^ 2 / 2) x = p at *
    have d1 := harc (fun y => a * tanh y / b) _ (p / b) x (by positivity)
      (by field_simp; linear_combination hb2 - hp2 - ha2)
      (((tanh_deriv x).const_mul a).div_const b)
    have d2 := harc (fun y => k * sinh y / b) _ (cosh x * p / b) x (by positivity)
      (by field_simp
          linear_combination hb2 - cosh x ^ 2 * hp2 - a ^ 2 * hct - ha2 +
            k ^ 2 * cosh_sq x)
      (((hasDerivAt_sinh x).const_mul k).div_const b)
    refine ((d1.const_mul a).fun_sub (d2.const_mul k)).congr_deriv ?_
    field_simp
    linear_combination -hp2

/-- The WKB level `n` exists exactly when `n + 1/2 < √U`, and is then
`-(√U - n - 1/2)²/2`. -/
theorem wkb_level_iff {U E : ℝ} {n : ℕ} : IsWKBLevel U n E ↔
    (n : ℝ) + 1 / 2 < √U ∧ E = -(√U - (n + 1 / 2)) ^ 2 / 2 := by
  constructor
  · rintro ⟨h1, h2, h3⟩
    have hk : 0 < √(-2 * E) := sqrt_pos.2 (by linarith)
    have hk2 : √(-2 * E) ^ 2 = -2 * E := sq_sqrt (by linarith)
    have hU : √(-2 * E) < √U := sqrt_lt_sqrt (by linarith) (by linarith)
    have hE : E = -√(-2 * E) ^ 2 / 2 := by linarith
    rw [hE, action_eq hk hU] at h3
    have h4 := mul_left_cancel₀ pi_ne_zero h3
    have h5 : √U - (n + 1 / 2) = √(-2 * E) := by linarith
    exact ⟨by linarith, by rw [h5]; exact hE⟩
  · rintro ⟨h, rfl⟩
    have hn : (0 : ℝ) ≤ n := n.cast_nonneg
    have hk : 0 < √U - (n + 1 / 2) := by linarith
    have hU : √U - (n + 1 / 2) < √U := by linarith
    have := (lt_sqrt hk.le).mp hU
    exact ⟨by linarith, by nlinarith, by rw [action_eq hk hU]; ring⟩

/-- The ladder operator turns a solution for strength `l(l-1)` at energy `-κ²/2` into one for
strength `l(l+1)` at the same energy. -/
theorem raise_solves {l κ : ℝ} {ψ φ : ℝ → ℝ}
    (h : Solves (l * (l - 1)) (-κ ^ 2 / 2) ψ φ) :
    Solves (l * (l + 1)) (-κ ^ 2 / 2) (raise l ψ φ) (raiseSlope l κ ψ φ) := by
  intro x
  obtain ⟨h1, h2⟩ := h x
  rw [well_eq] at h2 ⊢
  have ht := tanh_deriv x
  have hq : HasDerivAt (fun y => tanh y ^ 2) (2 * tanh x * (1 - tanh x ^ 2)) x :=
    (ht.fun_pow 2).congr_deriv (by norm_num)
  exact ⟨(((ht.const_mul l).fun_mul h1).fun_sub h2).congr_deriv
      (by unfold raiseSlope; ring),
    (((((hq.const_sub 1).const_mul (l ^ 2)).sub_const (κ ^ 2)).fun_mul h1).fun_add
      ((ht.const_mul l).fun_mul h2)).congr_deriv (by unfold raise; ring)⟩

/-- For strength `l(l+1)` with `l = j + 1 + n` there is a nonzero solution at energy
`-(j+1)²/2` that decays, with its slope, at least as fast as `sech x`. -/
theorem ladder (j n : ℕ) : ∃ (ψ φ : ℝ → ℝ) (C : ℝ),
    Solves (((j : ℝ) + 1 + n) * (j + 1 + n + 1)) (-((j : ℝ) + 1) ^ 2 / 2) ψ φ ∧
    (∃ x, ψ x ≠ 0) ∧ ∀ x, |ψ x| ≤ C * (cosh x)⁻¹ ∧ |φ x| ≤ C * (cosh x)⁻¹ := by
  have t2 : ∀ x, tanh x ^ 2 ≤ 1 := fun x => by
    have h : 0 ≤ 1 / cosh x ^ 2 := by positivity
    rw [sech_sq] at h; linarith
  have t1 : ∀ x, |tanh x| ≤ 1 := fun x => (sq_le_one_iff_abs_le_one _).1 (t2 x)
  have hj : (0 : ℝ) ≤ j := j.cast_nonneg
  induction n with
  | zero =>
    -- the nodeless state is a power of sech
    have hu : ∀ x, HasDerivAt (fun y => (cosh y)⁻¹) (-(tanh x * (cosh x)⁻¹)) x :=
      fun x => ((hasDerivAt_cosh x).inv (cosh_pos x).ne').congr_deriv (by
        have := (cosh_pos x).ne'
        rw [tanh_eq_sinh_div_cosh]; field_simp)
    have hd : ∀ x, HasDerivAt (fun y => (cosh y)⁻¹ ^ (j + 1))
        (-(((j : ℝ) + 1) * tanh x * (cosh x)⁻¹ ^ (j + 1))) x :=
      fun x => ((hu x).fun_pow (j + 1)).congr_deriv (by
        rw [Nat.add_sub_cancel]; push_cast; ring)
    refine ⟨_, fun x => -(((j : ℝ) + 1) * tanh x * (cosh x)⁻¹ ^ (j + 1)), j + 1,
      fun x => ⟨hd x, ?_⟩, ⟨0, by simp⟩, fun x => ?_⟩
    · refine ((((tanh_deriv x).const_mul ((j : ℝ) + 1)).fun_mul
        (hd x)).fun_neg).congr_deriv ?_
      rw [well_eq]; push_cast; ring
    · have u0 : 0 < (cosh x)⁻¹ := inv_pos.2 (cosh_pos x)
      have u1 : (cosh x)⁻¹ ^ (j + 1) ≤ (cosh x)⁻¹ :=
        pow_le_of_le_one u0.le (inv_le_one_of_one_le₀ (one_le_cosh x)) (by omega)
      have up := pow_pos u0 (j + 1)
      constructor
      · rw [abs_of_pos up]; nlinarith
      · rw [abs_neg, abs_mul, abs_mul, abs_of_pos up,
          abs_of_nonneg (by linarith : (0 : ℝ) ≤ j + 1)]
        calc ((j : ℝ) + 1) * |tanh x| * (cosh x)⁻¹ ^ (j + 1)
            ≤ (j + 1) * 1 * (cosh x)⁻¹ := by gcongr; exact t1 x
          _ = _ := by ring
  | succ n ih =>
    obtain ⟨ψ, φ, C, h, ⟨x₀, hx₀⟩, hC⟩ := ih
    have hn : (0 : ℝ) ≤ n := n.cast_nonneg
    obtain ⟨l, hl⟩ : ∃ l : ℝ, l = j + 1 + n + 1 := ⟨_, rfl⟩
    rw [show ((j : ℝ) + 1 + n) * (j + 1 + n + 1) = l * (l - 1) by rw [hl]; ring] at h
    have hs := raise_solves h
    refine ⟨raise l ψ φ, raiseSlope l (j + 1) ψ φ, (l ^ 2 + (j + 1) ^ 2 + l + 1) * C,
      ?_, ?_, fun x => ?_⟩
    · rw [show ((j : ℝ) + 1 + (n + 1 : ℕ)) * (j + 1 + (n + 1 : ℕ) + 1) = l * (l + 1) by
        rw [hl]; push_cast; ring]
      exact hs
    · -- the lowering operator recovers a nonzero multiple of ψ
      by_contra hz
      push Not at hz
      have d := (hs x₀).1
      rw [show raise l ψ φ = fun _ => 0 from funext hz] at d
      have e := d.unique (hasDerivAt_const x₀ (0 : ℝ))
      have e' := hz x₀
      unfold raiseSlope at e
      unfold raise at e'
      have e3 : (l ^ 2 - (j + 1) ^ 2) * ψ x₀ = 0 := by
        linear_combination e + l * tanh x₀ * e'
      exact (mul_ne_zero (by nlinarith) hx₀) e3
    · obtain ⟨b1, b2⟩ := hC x
      have hD : 0 ≤ C * (cosh x)⁻¹ := (abs_nonneg _).trans b1
      have l0 : 0 ≤ l := by linarith
      have hab : ∀ α β A B : ℝ, |α| ≤ A → |β| ≤ B →
          |α * ψ x + β * φ x| ≤ (A + B) * (C * (cosh x)⁻¹) := by
        intro α β A B hα hβ
        have i1 := mul_le_mul hα b1 (abs_nonneg _) ((abs_nonneg _).trans hα)
        have i2 := mul_le_mul hβ b2 (abs_nonneg _) ((abs_nonneg _).trans hβ)
        have i3 := abs_add_le (α * ψ x) (β * φ x)
        rw [abs_mul, abs_mul] at i3
        linarith
      have lt : |l * tanh x| ≤ l := by
        rw [abs_mul, abs_of_nonneg l0]; exact mul_le_of_le_one_right l0 (t1 x)
      have q : |l ^ 2 * (1 - tanh x ^ 2) - ((j : ℝ) + 1) ^ 2| ≤ l ^ 2 + (j + 1) ^ 2 := by
        have := mul_nonneg (sq_nonneg l) (sub_nonneg.2 (t2 x))
        have := mul_nonneg (sq_nonneg l) (sq_nonneg (tanh x))
        rw [abs_le]; constructor <;> nlinarith
      have r1 := hab _ (-1) _ 1 lt (by norm_num)
      have r2 := hab _ _ _ _ q lt
      have r3 := mul_nonneg (by positivity : 0 ≤ l ^ 2 + ((j : ℝ) + 1) ^ 2) hD
      constructor
      · rw [show raise l ψ φ x = l * tanh x * ψ x + -1 * φ x by unfold raise; ring]
        linarith
      · unfold raiseSlope; linarith

/-- For strength `l(l+1)` and `n < l`, the energy `-(l-n)²/2` is a bound level. -/
theorem exact_level {l n : ℕ} (h : n < l) :
    IsBoundLevel ((l : ℝ) * (l + 1)) (-((l : ℝ) - n) ^ 2 / 2) := by
  obtain ⟨j, rfl⟩ := Nat.exists_eq_add_of_lt h
  obtain ⟨ψ, φ, C, hs, h0, hC⟩ := ladder j n
  refine ⟨ψ, φ, ?_, h0, ?_⟩
  · convert hs using 1 <;> push_cast <;> ring
  · have cψ : Continuous ψ := continuous_iff_continuousAt.2 fun x => (hs x).1.continuousAt
    refine (integrable_inv_one_add_sq.const_mul (C ^ 2)).mono'
      (cψ.pow 2).aestronglyMeasurable (ae_of_all _ fun x => ?_)
    have hx : x ^ 2 ≤ sinh x ^ 2 := by
      rcases le_total 0 x with h | h
      · nlinarith [self_le_sinh_iff.2 h]
      · nlinarith [sinh_le_self_iff.2 h]
    rw [norm_of_nonneg (sq_nonneg _), ← sq_abs]
    calc |ψ x| ^ 2 ≤ (C * (cosh x)⁻¹) ^ 2 := pow_le_pow_left₀ (abs_nonneg _) (hC x).1 2
      _ = C ^ 2 * (cosh x ^ 2)⁻¹ := by rw [mul_pow, inv_pow]
      _ ≤ C ^ 2 * (1 + x ^ 2)⁻¹ := mul_le_mul_of_nonneg_left
          (inv_anti₀ (by positivity) (by rw [cosh_sq]; linarith)) (sq_nonneg C)

/-- For strength `l(l+1)` and `n < l`, the WKB level `n` exists and lies strictly above
the bound level `-(l-n)²/2` and strictly below `-(l-n-1/2)²/2`. -/
theorem wkb_underbinds {l n : ℕ} (h : n < l) :
    IsBoundLevel ((l : ℝ) * (l + 1)) (-((l : ℝ) - n) ^ 2 / 2) ∧
    (∃ E, IsWKBLevel ((l : ℝ) * (l + 1)) n E) ∧
    ∀ E, IsWKBLevel ((l : ℝ) * (l + 1)) n E →
      -((l : ℝ) - n) ^ 2 / 2 < E ∧ E < -((l : ℝ) - n - 1 / 2) ^ 2 / 2 := by
  have hl : (n : ℝ) + 1 ≤ l := by exact_mod_cast h
  have hn : (0 : ℝ) ≤ n := n.cast_nonneg
  have h1 : (l : ℝ) < √((l : ℝ) * (l + 1)) := (lt_sqrt (by linarith)).2 (by nlinarith)
  have h2 : √((l : ℝ) * (l + 1)) < l + 1 / 2 := (sqrt_lt' (by linarith)).2 (by nlinarith)
  refine ⟨exact_level h, ⟨_, wkb_level_iff.2 ⟨by linarith, rfl⟩⟩, fun E hE => ?_⟩
  rw [(wkb_level_iff.1 hE).2]
  constructor <;> nlinarith

/-- For `n < l`, the WKB condition with strength `l(l+1) + 1/4` gives exactly the energy
`-(l-n)²/2`. -/
theorem shifted_wkb_exact {l n : ℕ} (h : n < l) (E : ℝ) :
    IsWKBLevel ((l : ℝ) * (l + 1) + 1 / 4) n E ↔ E = -((l : ℝ) - n) ^ 2 / 2 := by
  have hl : (n : ℝ) < l := by exact_mod_cast h
  rw [wkb_level_iff, show (l : ℝ) * (l + 1) + 1 / 4 = (l + 1 / 2) ^ 2 by ring,
    sqrt_sq (by positivity), show (l : ℝ) + 1 / 2 - (n + 1 / 2) = l - n by ring]
  exact and_iff_right (by linarith)

end

end SechWellWKB
```

```lean
#print axioms SechWellWKB.wkb_underbinds
-- 'SechWellWKB.wkb_underbinds' depends on axioms: [propext, Classical.choice, Quot.sound]
#print axioms SechWellWKB.shifted_wkb_exact
-- 'SechWellWKB.shifted_wkb_exact' depends on axioms: [propext, Classical.choice, Quot.sound]
```

## How the code encodes the well

`well`, `allowed` and `momentum` are $V$, the set $V\le E$ and $\sqrt{2(E-V)}$; `action` integrates the momentum over that set. `IsWKBLevel` requires $-U/2<E<0$ and the quantisation condition. `Solves` holds the Schrödinger equation as a first-order system, with `φ` the slope of `ψ`. `IsBoundLevel` asks for a real, nonzero, square-integrable solution, not a normalised one.

`allowed_eq` finds the turning points. `action_eq` differentiates the two arcsines in the open interval and applies the fundamental theorem of calculus, which needs only continuity at the ends. `wkb_level_iff` solves for the energy.

`raise_solves` is the ladder step, with the $r$ used above written as `l`. `ladder` repeats it by induction on `n`, with $\kappa$ written as `j + 1`, and carries nonvanishing and decay along. `exact_level` gets integrability from $\cosh^2x\ge1+x^2$. In `wkb_underbinds`, `nlinarith` supplies the comparison of squares.

## What the bracket leaves open

The action formula and `wkb_level_iff` hold for real $U$, but the comparison with exact levels is restricted to $U=l(l+1)$. The WKB condition is a definition here, not derived from the Schrödinger equation. `exact_level` shows that each listed energy is a bound level; it does not show that the list is complete or that the state labelled $n$ has $n$ nodes. Grid and box errors of a solver need their own analysis.

`shifted_wkb_exact` shows that using $l(l+1)+\tfrac14$ in the WKB condition gives exactly $-(l-n)^2/2$. The shift belongs only in that condition: the Schrödinger equation with this level keeps strength $l(l+1)$.
